# Aligning two real orbital matrices by an orthogonal mixing and a scale: the least squared misfit from a polar decomposition

I have two sets of k real orbitals from neighbouring molecular geometries, stored as the columns of n by k coefficient matrices A and B in orthonormal bases that I identify with each other. The orbitals in A can be mixed among themselves by an orthogonal matrix W, and the two sets may also differ in overall normalisation, so I compare them by making the squared Frobenius norm of sAW − B as small as possible over real s and orthogonal W.

If A is nonzero and AᵀB = UH, with U orthogonal and H positive semidefinite, I believe that the minimum is ‖B‖² − (tr H)²/‖A‖², reached by mixing with U. Can this be made rigorous, with a proof that a machine has checked, including the claim that no other choice of s and W does better?

## The minimum is ‖B‖² − (tr H)²/‖A‖², reached at W = U

Yes. The argument expands the misfit as a quadratic in s, bounds one trace, and completes a square.

Write ‖M‖² for the sum of the squared entries of a real matrix M, which equals tr(MᵀM). Let f(s, W) = ‖sAW − B‖². Multiplying out gives

(sAW − B)ᵀ(sAW − B) = s² WᵀAᵀAW − s WᵀAᵀB − s BᵀAW + BᵀB.

Now take the trace. Since W is square, WᵀW = 1 also gives WWᵀ = 1, and cyclicity of the trace yields

tr(WᵀAᵀAW) = tr(AᵀAWWᵀ) = ‖A‖².

The two cross terms are traces of a matrix and its transpose, so they are equal. With AᵀB = UH and t = tr(WᵀUH), this leaves

f(s, W) = s²‖A‖² − 2st + ‖B‖².

The mixing W enters only through t, so the next step is to find how large |t| can be. Set V = WᵀU. It is orthogonal, because VᵀV = UᵀWWᵀU = UᵀU = 1. Let D = 1 − V, with columns dⱼ. Since H is positive semidefinite,

tr(DᵀHD) = Σⱼ dⱼᵀHdⱼ ≥ 0.

Expanding the same trace gives

tr(DᵀHD) = tr H − tr(HV) − tr(VᵀH) + tr(VᵀHV).

The last term is tr(HVVᵀ) = tr H. The two middle traces both equal tr(VH), the first by cyclicity and the second by transposition, since H is symmetric. Hence

tr(DᵀHD) = 2(tr H − tr(VH)),

and so tr(VH) ≤ tr H. The matrix −V is orthogonal too, and the same argument applied to it gives −tr(VH) ≤ tr H. Together,

|t| ≤ tr H.

Finally, compare f with the proposed minimum and multiply the difference by ‖A‖², which is positive because A ≠ 0:

‖A‖² [f(s, W) − (‖B‖² − (tr H)²/‖A‖²)]
= ‖A‖⁴s² − 2‖A‖²st + (tr H)²
= (‖A‖²s − t)² + ((tr H)² − t²).

The first part measures a wrong scale and the second a wrong mixing. Neither is negative, so f never falls below the proposed value. At W = U we have t = tr H, the second part vanishes, and the first vanishes exactly when

s = tr H/‖A‖².

If the orbitals in each set are orthonormal, then ‖A‖² = ‖B‖² = k, and the minimum becomes k − (tr H)²/k. With the two bases identified, AᵀB plays the part of the overlap matrix between the two orbital sets, and the best scale is the average of its singular values.

## The Lean file

```lean
import Mathlib

open Matrix

namespace ScaledProcrustes

noncomputable section

variable {n k : Type*} [Fintype n] [Fintype k]

/-- The squared Frobenius norm of a real matrix: the sum of its squared entries. -/
def frobSq (M : Matrix n k ℝ) : ℝ := ∑ i, ∑ j, M i j ^ 2

/-- The squared Frobenius distance between the target `B` and the orbital matrix `A` after
multiplication on the right by `W` and scaling by `s`. -/
def misfit (A B : Matrix n k ℝ) (s : ℝ) (W : Matrix k k ℝ) : ℝ :=
  frobSq (s • (A * W) - B)

/-- The squared Frobenius norm is the trace of the Gram matrix. -/
theorem frobSq_eq_trace (M : Matrix n k ℝ) : frobSq M = (Mᵀ * M).trace := by
  simp only [frobSq, Matrix.trace, Matrix.diag_apply, Matrix.mul_apply,
    Matrix.transpose_apply, sq]
  exact Finset.sum_comm

/-- A nonzero matrix has positive squared Frobenius norm. -/
theorem frobSq_pos {A : Matrix n k ℝ} (hA : A ≠ 0) : 0 < frobSq A := by
  have h0 : 0 ≤ frobSq A :=
    Finset.sum_nonneg fun i _ => Finset.sum_nonneg fun j _ => sq_nonneg (A i j)
  refine lt_of_le_of_ne h0 fun h => hA ?_
  unfold frobSq at h
  ext i j
  have h1 := (Finset.sum_eq_zero_iff_of_nonneg (fun i _ =>
    Finset.sum_nonneg fun j _ => sq_nonneg (A i j))).mp h.symm i (Finset.mem_univ i)
  have h2 := (Finset.sum_eq_zero_iff_of_nonneg (fun j _ =>
    sq_nonneg (A i j))).mp h1 j (Finset.mem_univ j)
  simpa using h2

/-- The trace of `Dᵀ H D` is the sum of the quadratic form of `H` over the columns of `D`. -/
theorem trace_quadratic (H D : Matrix k k ℝ) :
    (Dᵀ * H * D).trace = ∑ j, (fun i => D i j) ⬝ᵥ H *ᵥ (fun i => D i j) := by
  rw [Matrix.mul_assoc]
  rfl

variable [DecidableEq k]

/-- For orthogonal `W` the misfit is a polynomial of degree at most two in the scale `s`, whose
linear coefficient is `-2` times the trace of `Wᵀ (Aᵀ B)`. -/
theorem misfit_expand (A B : Matrix n k ℝ) (s : ℝ) {W : Matrix k k ℝ} (hW : Wᵀ * W = 1) :
    misfit A B s W
      = s ^ 2 * frobSq A - 2 * s * (Wᵀ * (Aᵀ * B)).trace + frobSq B := by
  have e : (s • (A * W) - B)ᵀ * (s • (A * W) - B)
      = s ^ 2 • ((A * W)ᵀ * (A * W)) - s • ((A * W)ᵀ * B)
        - s • (Bᵀ * (A * W)) + Bᵀ * B := by
    simp only [Matrix.transpose_sub, Matrix.transpose_smul, Matrix.sub_mul,
      Matrix.mul_sub, Matrix.smul_mul, Matrix.mul_smul]
    module
  -- an orthogonal `W` leaves the norm of `A` unchanged
  have h1 : ((A * W)ᵀ * (A * W)).trace = (Aᵀ * A).trace := by
    rw [Matrix.trace_mul_comm, Matrix.transpose_mul, Matrix.mul_assoc,
      ← Matrix.mul_assoc W, mul_eq_one_comm.mp hW, Matrix.one_mul, Matrix.trace_mul_comm]
  have h2 : (Bᵀ * (A * W)).trace = ((A * W)ᵀ * B).trace := by
    have h := Matrix.trace_transpose (Bᵀ * (A * W))
    rw [Matrix.transpose_mul Bᵀ (A * W), Matrix.transpose_transpose] at h
    exact h.symm
  have h3 : ((A * W)ᵀ * B).trace = (Wᵀ * (Aᵀ * B)).trace := by
    rw [Matrix.transpose_mul, Matrix.mul_assoc]
  simp only [misfit, frobSq_eq_trace, e, Matrix.trace_add, Matrix.trace_sub,
    Matrix.trace_smul, smul_eq_mul]
  rw [h1, h2, h3]
  ring

/-- For orthogonal `V` and symmetric `H`, the trace lost when `H` is multiplied by `V` is
half the quadratic form of `H` on the columns of `1 - V`. -/
theorem trace_defect {V H : Matrix k k ℝ} (hV : Vᵀ * V = 1) (hH : Hᵀ = H) :
    ((1 - V)ᵀ * H * (1 - V)).trace = 2 * (H.trace - (V * H).trace) := by
  have e : (1 - V)ᵀ * H * (1 - V) = H - H * V - Vᵀ * H + Vᵀ * H * V := by
    rw [Matrix.transpose_sub, Matrix.transpose_one]
    noncomm_ring
  have h1 : (Vᵀ * H).trace = (V * H).trace := by
    have h := Matrix.trace_transpose (Vᵀ * H)
    rw [Matrix.transpose_mul, Matrix.transpose_transpose, hH, Matrix.trace_mul_comm] at h
    exact h.symm
  have h2 : (Vᵀ * H * V).trace = H.trace := by
    rw [Matrix.trace_mul_comm, ← Matrix.mul_assoc, mul_eq_one_comm.mp hV, Matrix.one_mul]
  rw [e, Matrix.trace_add, Matrix.trace_sub, Matrix.trace_sub, h1, h2,
    Matrix.trace_mul_comm H V]
  ring

/-- Multiplying a positive semidefinite matrix by an orthogonal one cannot give a trace
larger in absolute value than the original trace. -/
theorem abs_trace_le {V H : Matrix k k ℝ} (hV : Vᵀ * V = 1) (hH : H.PosSemidef) :
    |(V * H).trace| ≤ H.trace := by
  have hs : Hᵀ = H := by
    have h := hH.isHermitian.eq
    rwa [Matrix.conjTranspose_eq_transpose_of_trivial] at h
  have pos : ∀ D : Matrix k k ℝ, 0 ≤ (Dᵀ * H * D).trace := fun D => by
    rw [trace_quadratic]
    refine Finset.sum_nonneg fun j _ => ?_
    have h := hH.dotProduct_mulVec_nonneg (fun i => D i j)
    rwa [star_trivial] at h
  -- use positivity for both `V` and `-V`
  have h1 := pos (1 - V)
  have h2 := pos (1 - -V)
  rw [trace_defect hV hs] at h1
  rw [trace_defect (by simpa using hV) hs, Matrix.neg_mul, Matrix.trace_neg] at h2
  exact abs_le.mpr ⟨by linarith, by linarith⟩


/-- Completing the square: for nonzero `A`, orthogonal `W` and `Aᵀ B = U H`, the misfit minus `‖B‖²
- (tr H)² / ‖A‖²`, times `‖A‖²`, is the square of `‖A‖² s - tr (Wᵀ U H)` plus the difference `(tr
H)² - (tr (Wᵀ U H))²`. -/
theorem misfit_gap {A B : Matrix n k ℝ} {U H W : Matrix k k ℝ} (hA : A ≠ 0)
    (hAB : Aᵀ * B = U * H) (hW : Wᵀ * W = 1) (s : ℝ) :
    frobSq A * (misfit A B s W - (frobSq B - H.trace ^ 2 / frobSq A))
      = (frobSq A * s - (Wᵀ * U * H).trace) ^ 2
        + (H.trace ^ 2 - (Wᵀ * U * H).trace ^ 2) := by
  have ha := (frobSq_pos hA).ne'
  have hq : frobSq A * (H.trace ^ 2 / frobSq A) = H.trace ^ 2 := by field_simp
  rw [misfit_expand A B s hW, hAB, ← Matrix.mul_assoc]
  linear_combination hq

/-- If `U` and `W` are orthogonal, then so is `Wᵀ U`. -/
theorem relative_orthogonal {U W : Matrix k k ℝ} (hU : Uᵀ * U = 1) (hW : Wᵀ * W = 1) :
    (Wᵀ * U)ᵀ * (Wᵀ * U) = 1 := by
  rw [Matrix.transpose_mul, Matrix.transpose_transpose, Matrix.mul_assoc,
    ← Matrix.mul_assoc W, mul_eq_one_comm.mp hW, Matrix.one_mul, hU]

/-- Procrustes problem with scaling: if `A` is nonzero and `Aᵀ B = U H` is a polar decomposition,
the least misfit over all real scales and orthogonal matrices is `‖B‖² - (tr H)² / ‖A‖²`, and the
orthogonal factor `U` attains it exactly at the scale `tr H / ‖A‖²`. -/
theorem scaled_procrustes {A B : Matrix n k ℝ} {U H : Matrix k k ℝ} (hA : A ≠ 0)
    (hU : Uᵀ * U = 1) (hH : H.PosSemidef) (hAB : Aᵀ * B = U * H) :
    IsLeast {x | ∃ (s : ℝ) (W : Matrix k k ℝ), Wᵀ * W = 1 ∧ misfit A B s W = x}
        (frobSq B - H.trace ^ 2 / frobSq A) ∧
      ∀ s : ℝ, misfit A B s U = frobSq B - H.trace ^ 2 / frobSq A ↔
        s = H.trace / frobSq A := by
  have ha := frobSq_pos hA
  have key : ∀ s : ℝ, misfit A B s U = frobSq B - H.trace ^ 2 / frobSq A ↔
      s = H.trace / frobSq A := by
    intro s
    have g := misfit_gap hA hAB hU s
    rw [hU, Matrix.one_mul, sub_self, add_zero] at g
    rw [eq_div_iff ha.ne']
    constructor
    · intro h
      rw [h, sub_self, mul_zero] at g
      have := pow_eq_zero_iff two_ne_zero |>.mp g.symm
      linarith
    · intro h
      have h0 : frobSq A * s - H.trace = 0 := by linarith
      rw [h0, zero_pow two_ne_zero] at g
      have := (mul_eq_zero.mp g).resolve_left ha.ne'
      linarith
  refine ⟨⟨⟨_, U, hU, (key _).mpr rfl⟩, ?_⟩, key⟩
  rintro x ⟨s, W, hW, rfl⟩
  -- both errors in the completed square are nonnegative
  have g := misfit_gap hA hAB hW s
  have hb := abs_le.mp (abs_trace_le (relative_orthogonal hU hW) hH)
  have hp : 0 ≤ frobSq A * (misfit A B s W - (frobSq B - H.trace ^ 2 / frobSq A)) := by
    rw [g]
    nlinarith [sq_nonneg (frobSq A * s - (Wᵀ * U * H).trace),
      mul_nonneg (sub_nonneg.mpr hb.2) (neg_le_iff_add_nonneg.mp hb.1)]
  have := (mul_nonneg_iff_of_pos_left ha).mp hp
  linarith


/-- An explicit pair of 3 by 2 matrices whose overlap is a quarter turn times the positive
definite matrix `diag(1, 2)`. -/
theorem scaled_procrustes_witness :
    (!![1, 0; 0, 1; 0, 0] : Matrix (Fin 3) (Fin 2) ℝ) ≠ 0 ∧
    (!![0, -1; 1, 0] : Matrix (Fin 2) (Fin 2) ℝ)ᵀ * !![0, -1; 1, 0] = 1 ∧
    (Matrix.diagonal ![1, 2] : Matrix (Fin 2) (Fin 2) ℝ).PosDef ∧
    (!![1, 0; 0, 1; 0, 0] : Matrix (Fin 3) (Fin 2) ℝ)ᵀ *
        (!![0, -2; 1, 0; 5, 3] : Matrix (Fin 3) (Fin 2) ℝ)
      = (!![0, -1; 1, 0] : Matrix (Fin 2) (Fin 2) ℝ) * Matrix.diagonal ![1, 2] := by
  refine ⟨fun h => ?_, ?_, Matrix.PosDef.diagonal ?_, ?_⟩
  · have := congrFun (congrFun h 0) 0
    simp at this
  · ext i j
    fin_cases i <;> fin_cases j <;> simp [Matrix.mul_apply, Fin.sum_univ_succ]
  · intro i
    fin_cases i <;> simp
  · ext i j
    fin_cases i <;> fin_cases j <;>
      simp [Matrix.mul_apply, Fin.sum_univ_succ, Matrix.diagonal_apply]

end

end ScaledProcrustes
```

```lean
#print axioms ScaledProcrustes.scaled_procrustes
-- 'ScaledProcrustes.scaled_procrustes' depends on axioms: [propext, Classical.choice, Quot.sound]
```

## What `scaled_procrustes` says about the orbitals

The index types `n` and `k` label basis functions and orbitals. They are finite but otherwise arbitrary, and k need not be smaller than n. The columns of `A` and `B` need not be orthonormal. `frobSq` is the squared Frobenius norm, and `misfit A B s W` is ‖sAW − B‖².

The hypotheses correspond to the question as follows:

- `hA` says that A is not the zero matrix.
- `hU` says that UᵀU = 1. Orthogonality of W is expressed in the same way, so reflections with determinant −1 are allowed alongside proper rotations.
- `hH` says that H is positive semidefinite, which in Mathlib includes being symmetric for a real matrix.
- `hAB` is the factorisation AᵀB = UH.

The conclusion has two parts. The first concerns the set of all values that the misfit takes as s runs over the real numbers and W over the orthogonal matrices. `IsLeast` states that the proposed number belongs to this set and is a lower bound for it, so it is an attained minimum and not merely an infimum. The second part fixes W = U and says that the minimum is reached there if and only if s = tr H/‖A‖². This equivalence needs A ≠ 0: for A = 0 the misfit would not depend on s at all.

The uniqueness concerns the scale at W = U, not the pair (s, W). Reversing the signs of both s and W leaves sAW unchanged, so an optimal pair always has a partner.

The factorisation is an input. Every real square matrix has a polar decomposition of this kind, usually computed from a singular value decomposition, but the theorem takes U and H as given and does not construct them. The entrywise norm also carries a physical assumption: it measures distance between the orbitals as functions when both sets of coefficients refer to the same orthonormal basis. An atom-centred basis moves with the nuclei, so identifying the bases at two geometries compares coefficients, and the true overlap of the orbitals would also involve the overlaps between the two bases. Coefficients in overlapping atomic orbitals have to be transformed to an orthonormal basis first, or both the norm and the product AᵀB have to include the overlap metric. Complex orbitals with unitary mixing are not covered.

`scaled_procrustes_witness` gives a concrete 3 by 2 pair that satisfies the hypotheses, with U a quarter turn and H = diag(1, 2). The columns of its B are neither normalised nor mutually orthogonal, so it illustrates the algebra and is not a pair of orthonormal orbital sets. For that pair ‖A‖² = 2, ‖B‖² = 39 and tr H = 3, so the formula gives a best scale of 3/2 and a least misfit of 34.5. Mixing with U at s = 1 would leave 35.

## How the checked proof follows the derivation

`frobSq_eq_trace` turns the sum of squares into tr(MᵀM) by exchanging the two finite sums. `frobSq_pos` shows that ‖A‖² > 0: if a sum of squares vanishes, every entry vanishes, which contradicts A ≠ 0.

`misfit_expand` is the quadratic in s. Its step `e` multiplies out the matrix product, with `module` collecting the scalar multiples. Then `h1` removes W from the quadratic term, `h2` identifies the two cross terms by transposition, and `h3` puts the remaining one in the form tr(WᵀAᵀB). The passage from WᵀW = 1 to WWᵀ = 1 is made by `mul_eq_one_comm`.

The trace bound takes three lemmas. `trace_quadratic` writes tr(DᵀHD) as a sum of quadratic forms over the columns of D. `trace_defect` proves the identity for D = 1 − V, using `noncomm_ring` for the expansion because matrix products do not commute. `abs_trace_le` applies positivity to `1 - V` and `1 - -V`, and `linarith` reads off the two inequalities that bound |tr(VH)|.

`misfit_gap` is the completed square. It keeps the factor ‖A‖² on the left, so the only division to clear is the one in the proposed minimum. That is done in `hq`, and `linear_combination hq` verifies the remaining algebra. `relative_orthogonal` supplies the orthogonality of WᵀU, which the trace bound needs.

In `scaled_procrustes`, the intermediate claim `key` sets W = U in the completed square. The mixing error disappears, and what remains is

‖A‖² [f(s, U) − (‖B‖² − (tr H)²/‖A‖²)] = (‖A‖²s − tr H)².

If the misfit equals the proposed minimum, the left side is zero, hence so is the square, and the scale is determined. Conversely, if the scale has the stated value, the square is zero, and dividing out the positive factor ‖A‖² gives the minimum. This settles the second part of the theorem and also provides the pair that attains the minimum in the first.

For the lower bound, the proof takes an arbitrary s and an arbitrary orthogonal W. The trace bound makes both tr H − t and tr H + t nonnegative. Their product is (tr H)² − t², the mixing error, and `nlinarith` adds it to the squared scale error to show that the whole right side is nonnegative. Since ‖A‖² is positive, the excess over the proposed minimum is nonnegative as well.
